# The leading natural transition orbital pair and the best rank-one approximation to a normalised transition density matrix

After an excited-state calculation of the configuration-interaction-singles type, the excitation vector is reshaped into an occupied-by-virtual matrix \(T\) and a singular value decomposition is taken. The leading pair of singular vectors is plotted as "the" hole and particle, and its squared singular value is quoted as its weight. In NumPy:

- `U, s, Vh = numpy.linalg.svd(T)` decomposes the matrix.
- `U[:,0]` is the hole \(u\) and `Vh[0].conj()` the particle \(v\) in the amplitude \(\langle u,Tv\rangle\) used below. If the \(T_{ij}\) are complex coefficients of the determinants with an electron moved from orbital \(i\) to orbital \(j\), the orbitals that the electron leaves and enters have as coefficients the complex conjugates of the entries of \(u\) and \(v\); for real \(T\) there is no difference.
- `s[0]**2` is the weight.

For a finite matrix of unit norm, the result below says what that weight measures: the largest squared amplitude that any single pair can have, and, subtracted from one, the squared error of keeping only one pair.

## The claim and its derivation

Let \(\|x\|^2=\sum_i|x_i|^2\) for an orbital with coefficients \(x_i\), let \(\|T\|_F^2=\sum_{ij}|T_{ij}|^2=1\), and let \(\langle u,Tv\rangle=\sum_{ij}u_i^*T_{ij}v_j\). Let \(l\) be the largest eigenvalue of the hole density matrix \(TT^\dagger\), which equals `s[0]**2`. Then

\[
\max_{\|u\|=\|v\|=1}|\langle u,Tv\rangle|^2=l,\qquad
\min_{\operatorname{rank}B\le1}\|T-B\|_F^2=1-l .
\]

The second equation is the rank-one, Frobenius-norm case of the Eckart–Young theorem; keeping several pairs calls for the general theorem.

**Upper bound.** Put \(G=l\,1-TT^\dagger\), which is Hermitian. If \(Gz=\mu z\) with \(z\ne0\), then \(TT^\dagger z=(l-\mu)z\), so \(l-\mu\le l\) and \(\mu\ge0\). Hence \(G\) is positive semidefinite, and

\[
0\le\langle u,Gu\rangle=l\|u\|^2-\|T^\dagger u\|^2 .
\]

By Cauchy–Schwarz,

\[
|\langle u,Tv\rangle|^2=|\langle T^\dagger u,v\rangle|^2\le\|T^\dagger u\|^2\|v\|^2\le l\|u\|^2\|v\|^2 .
\]

**Attainment.** Taking \(u\) to be the \(i\)-th basis vector gives \(\sum_j|T_{ij}|^2\le l\). If \(l\le0\), summing over \(i\) would give \(\|T\|_F^2\le0\), so \(l>0\). Let \(TT^\dagger w=lw\) with \(w\neq0\). Then \(\|T^\dagger w\|^2=\langle w,TT^\dagger w\rangle=l\|w\|^2>0\), and the unit vectors \(u=w/\|w\|\), \(v=T^\dagger w/\|T^\dagger w\|\) give

\[
\langle u,Tv\rangle=\frac{\|T^\dagger w\|^2}{\|w\|\,\|T^\dagger w\|}=\sqrt l .
\]

**Distance.** The columns of a matrix \(B\) of rank at most one are multiples of one vector, so \(B=ab^\dagger\). Expanding \(|T_{ij}-a_ib_j^*|^2\) and summing, with \(p=\|a\|^2\|b\|^2\),

\[
\|T-ab^\dagger\|_F^2=1-2\operatorname{Re}\langle a,Tb\rangle+p\ \ge\ 1-2\sqrt{lp}+p\ \ge\ 1-l ,
\]

because \(2\sqrt{lp}\le l+p\). For the optimal pair, set \(c=\langle u,Tv\rangle\), \(a=cu\), \(b=v\). Then \(\langle a,Tb\rangle=|c|^2=l\) and \(p=l\), so the distance is \(1-2l+l=1-l\). The best approximation therefore keeps the factor `s[0]`.

**Converse.** If unit vectors satisfy \(|\langle u,Tv\rangle|^2=l\), then \(l\le\|T^\dagger u\|^2\le l\), so \(\langle u,Gu\rangle=0\). Expanding \(u\) in eigenvectors of \(G\), whose eigenvalues are non-negative, leaves only components of eigenvalue zero. Thus \(Gu=0\), that is, \(TT^\dagger u=lu\).

## Orbitals, amplitudes and the largest occupation in Lean

The finite types `m` and `n` index orthonormal occupied and virtual orbitals.

```lean
import Mathlib

open Matrix
open scoped ComplexOrder

namespace NaturalTransitionOrbitals

noncomputable section

variable {m n : Type*} [Fintype m] [Fintype n] [DecidableEq m] [DecidableEq n]
```

Squared norms are written out as sums, since Lean's default norm on functions `ι → ℂ` is the maximum norm.

```lean
/-- The squared norm of an orbital given by its coefficients in an orthonormal basis. -/
def weight {ι : Type*} [Fintype ι] (x : ι → ℂ) : ℝ := ∑ i, ‖x i‖ ^ 2

/-- The squared Frobenius norm of a transition density matrix. -/
def frobSq (T : Matrix m n ℂ) : ℝ := ∑ i, ∑ j, ‖T i j‖ ^ 2
```

The amplitude is conjugate-linear in the hole and linear in the particle.

```lean
/-- The transition amplitude `⟨u, T v⟩` between a hole orbital `u` and a particle orbital `v`. -/
def amplitude (T : Matrix m n ℂ) (u : m → ℂ) (v : n → ℂ) : ℂ := star u ⬝ᵥ T *ᵥ v
```

`IsGreatest` says that `l` belongs to the set of real eigenvalues and bounds it from above. The eigenvalue is defined through non-zero eigenvectors, without a singular value decomposition.

```lean
/-- The number `l` is the largest eigenvalue of the hole density matrix `T Tᴴ`. -/
def IsLargestOccupation (T : Matrix m n ℂ) (l : ℝ) : Prop :=
  IsGreatest {x : ℝ | ∃ u : m → ℂ, u ≠ 0 ∧ (T * Tᴴ) *ᵥ u = (x : ℂ) • u} l
```

Defining \(l\) as the squared operator norm of \(T\), taken with the Euclidean norms, would give the same number. The amplitude bound would then follow from the definition and Cauchy–Schwarz, and the work would move to showing that \(l\) is an eigenvalue of \(TT^\dagger\).

## The positive semidefinite gap and the amplitude bound

The first lemmas supply \(\langle x,x\rangle=\|x\|^2\), Cauchy–Schwarz, the move of \(T\) to the other side of the inner product, and the effect of scaling.

```lean
omit [DecidableEq m] in
private lemma star_dot_self (x : m → ℂ) : star x ⬝ᵥ x = (weight x : ℂ) := by
  simp only [dotProduct, weight, Pi.star_apply, Complex.ofReal_sum, Complex.ofReal_pow]
  exact Finset.sum_congr rfl fun i _ => Complex.conj_mul' (x i)

omit [DecidableEq m] in
private lemma cauchy (x y : m → ℂ) : ‖star x ⬝ᵥ y‖ ^ 2 ≤ weight x * weight y := by
  have h : ‖star x ⬝ᵥ y‖ ≤ ∑ i, ‖x i‖ * ‖y i‖ := by
    simp only [dotProduct]
    refine (norm_sum_le _ _).trans_eq ?_
    simp
  exact (pow_le_pow_left₀ (norm_nonneg _) h 2).trans (Finset.sum_mul_sq_le_sq_mul_sq _ _ _)

omit [DecidableEq m] [DecidableEq n] in
private lemma amplitude_eq (T : Matrix m n ℂ) (u : m → ℂ) (v : n → ℂ) :
    amplitude T u v = star (Tᴴ *ᵥ u) ⬝ᵥ v := by
  rw [amplitude, Matrix.star_mulVec, conjTranspose_conjTranspose, Matrix.dotProduct_mulVec]

omit [DecidableEq m] [DecidableEq n] in
private lemma amplitude_smul (T : Matrix m n ℂ) (c d : ℂ) (u : m → ℂ) (v : n → ℂ) :
    amplitude T (c • u) (d • v) = star c * d * amplitude T u v := by
  simp only [amplitude, star_smul, smul_dotProduct, Matrix.mulVec_smul, dotProduct_smul,
    smul_eq_mul]
  ring

omit [DecidableEq m] in
private lemma weight_smul (c : ℂ) (x : m → ℂ) : weight (c • x) = ‖c‖ ^ 2 * weight x := by
  simp only [weight, Pi.smul_apply, smul_eq_mul, norm_mul, mul_pow, Finset.mul_sum]
```

Next come \(\langle u,TT^\dagger u\rangle=\|T^\dagger u\|^2\) and the formula for \(\langle u,Gu\rangle\).

```lean
omit [DecidableEq m] [DecidableEq n] in
private lemma gram (T : Matrix m n ℂ) (u : m → ℂ) :
    star u ⬝ᵥ (T * Tᴴ) *ᵥ u = (weight (Tᴴ *ᵥ u) : ℂ) := by
  rw [← Matrix.mulVec_mulVec]
  exact (amplitude_eq T u _).trans (star_dot_self _)

omit [DecidableEq n] in
private lemma gap_form (T : Matrix m n ℂ) (l : ℝ) (u : m → ℂ) :
    star u ⬝ᵥ ((l : ℂ) • (1 : Matrix m m ℂ) - T * Tᴴ) *ᵥ u
      = ((l * weight u - weight (Tᴴ *ᵥ u) : ℝ) : ℂ) := by
  rw [Matrix.sub_mulVec, Matrix.smul_mulVec, Matrix.one_mulVec, dotProduct_sub,
    dotProduct_smul, gram, star_dot_self, smul_eq_mul, Complex.ofReal_sub, Complex.ofReal_mul]
```

For each eigenvalue \(\mu\) of \(G\), the proof passes its eigenvector to `h.2`, the upper-bound half of the hypothesis, and obtains \(l-\mu\le l\).

```lean
omit [DecidableEq n] in
/-- If `l` is the largest eigenvalue of `T Tᴴ`, then `l - T Tᴴ` is positive semidefinite. -/
theorem gap_posSemidef {T : Matrix m n ℂ} {l : ℝ} (h : IsLargestOccupation T l) :
    ((l : ℂ) • (1 : Matrix m m ℂ) - T * Tᴴ).PosSemidef := by
  have hH : ((l : ℂ) • (1 : Matrix m m ℂ) - T * Tᴴ).IsHermitian := by
    unfold Matrix.IsHermitian
    simp [conjTranspose_sub, conjTranspose_smul, conjTranspose_mul]
  rw [hH.posSemidef_iff_eigenvalues_nonneg]
  intro i
  have hw := hH.mulVec_eigenvectorBasis i
  rw [Matrix.sub_mulVec, Matrix.smul_mulVec, Matrix.one_mulVec] at hw
  -- an eigenvalue `μ` of the gap matrix is an eigenvalue `l - μ` of the hole density
  have hle : l - hH.eigenvalues i ≤ l := by
    refine h.2 ⟨(hH.eigenvectorBasis i).ofLp, ?_, ?_⟩
    · intro h0
      refine hH.eigenvectorBasis.orthonormal.ne_zero i ?_
      ext k
      exact congrFun h0 k
    · ext k
      have hk := congrFun hw k
      simp only [Pi.sub_apply, Pi.smul_apply, smul_eq_mul, Complex.real_smul] at hk ⊢
      push_cast
      linear_combination -hk
  change (0 : ℝ) ≤ hH.eigenvalues i
  linarith
```

The two bounds of the derivation follow.

```lean
omit [DecidableEq n] in
private lemma hole_bound {T : Matrix m n ℂ} {l : ℝ} (h : IsLargestOccupation T l) (u : m → ℂ) :
    weight (Tᴴ *ᵥ u) ≤ l * weight u := by
  have h1 := (gap_posSemidef h).dotProduct_mulVec_nonneg u
  rw [gap_form] at h1
  have h2 := Complex.zero_le_real.mp h1
  linarith

omit [DecidableEq n] in
/-- If `l` is the largest eigenvalue of `T Tᴴ`, the squared transition amplitude is at most `l`
times the product of the squared norms of the two orbitals. -/
theorem amplitude_bound {T : Matrix m n ℂ} {l : ℝ} (h : IsLargestOccupation T l)
    (u : m → ℂ) (v : n → ℂ) : ‖amplitude T u v‖ ^ 2 ≤ l * weight u * weight v := by
  rw [amplitude_eq]
  exact (cauchy _ _).trans (mul_le_mul_of_nonneg_right (hole_bound h u)
    (Finset.sum_nonneg fun i _ => by positivity))
```

## A pair that attains the bound

`occupation_pos` is the row argument for \(l>0\). `exists_optimal_pair` then normalises \(w\) and \(T^\dagger w\); in its proof, `hb` is \(\|T^\dagger w\|^2=l\|w\|^2\).

```lean
omit [DecidableEq n] in
private lemma occupation_pos {T : Matrix m n ℂ} {l : ℝ} (hT : frobSq T = 1)
    (h : IsLargestOccupation T l) : 0 < l := by
  by_contra hl
  have hrow : ∀ i, ∑ j, ‖T i j‖ ^ 2 ≤ l := by
    intro i
    have hb := hole_bound h (Pi.single i 1)
    have h1 : weight (Pi.single i 1 : m → ℂ) = 1 := by
      unfold weight
      rw [Finset.sum_eq_single i]
      · simp
      · intro k _ hk
        simp [hk]
      · simp
    have h2 : weight (Tᴴ *ᵥ Pi.single i 1) = ∑ j, ‖T i j‖ ^ 2 := by
      simp [weight, Matrix.mulVec, dotProduct, Pi.single_apply]
    rwa [h1, h2, mul_one] at hb
  have h0 : frobSq T ≤ 0 := Finset.sum_nonpos fun i _ => (hrow i).trans (not_lt.mp hl)
  linarith

private lemma norm_inv_sqrt {a : ℝ} (ha : 0 < a) :
    ‖(((Real.sqrt a)⁻¹ : ℝ) : ℂ)‖ ^ 2 = a⁻¹ := by
  rw [Complex.norm_real, Real.norm_eq_abs, sq_abs, inv_pow, Real.sq_sqrt ha.le]

omit [DecidableEq n] in
/-- If `T` has unit Frobenius norm and `l` is the largest eigenvalue of `T Tᴴ`, some pair of unit
hole and particle orbitals has squared transition amplitude `l`. -/
theorem exists_optimal_pair {T : Matrix m n ℂ} {l : ℝ} (hT : frobSq T = 1)
    (h : IsLargestOccupation T l) :
    ∃ u v, weight u = 1 ∧ weight v = 1 ∧ ‖amplitude T u v‖ ^ 2 = l := by
  have hl := occupation_pos hT h
  obtain ⟨w, hw0, hw⟩ := h.1
  obtain ⟨k, hk⟩ := Function.ne_iff.mp hw0
  have ha : 0 < weight w := Finset.sum_pos' (fun i _ => by positivity)
    ⟨k, Finset.mem_univ k, pow_pos (norm_pos_iff.mpr hk) 2⟩
  have hb : weight (Tᴴ *ᵥ w) = l * weight w := by
    apply Complex.ofReal_injective
    rw [← gram T w, hw, dotProduct_smul, star_dot_self, smul_eq_mul, Complex.ofReal_mul]
  have hp : 0 < weight (Tᴴ *ᵥ w) := hb ▸ mul_pos hl ha
  -- normalise the eigenvector and its image
  refine ⟨(((Real.sqrt (weight w))⁻¹ : ℝ) : ℂ) • w,
    (((Real.sqrt (weight (Tᴴ *ᵥ w)))⁻¹ : ℝ) : ℂ) • (Tᴴ *ᵥ w), ?_, ?_, ?_⟩
  · rw [weight_smul, norm_inv_sqrt ha, inv_mul_cancel₀ ha.ne']
  · rw [weight_smul, norm_inv_sqrt hp, inv_mul_cancel₀ hp.ne']
  · rw [amplitude_smul, amplitude_eq, star_dot_self, norm_mul, norm_mul, norm_star, mul_pow,
      mul_pow, norm_inv_sqrt ha, norm_inv_sqrt hp, Complex.norm_real, Real.norm_eq_abs,
      sq_abs, hb]
    field_simp
```

## Distance to a single pair

`vecMulVec a (star b)` is \(ab^\dagger\). The squared distance is expanded entry by entry in real and imaginary parts, then summed.

```lean
omit [DecidableEq m] [DecidableEq n] in
/-- The squared distance from `T` to the single-pair matrix `a bᴴ`, in terms of the amplitude. -/
theorem frobSq_sub_pair (T : Matrix m n ℂ) (a : m → ℂ) (b : n → ℂ) :
    frobSq (T - vecMulVec a (star b))
      = frobSq T - 2 * (amplitude T a b).re + weight a * weight b := by
  have hpt : ∀ i j, ‖(T - vecMulVec a (star b)) i j‖ ^ 2
      = ‖T i j‖ ^ 2 - 2 * (star (a i) * (T i j * b j)).re + ‖a i‖ ^ 2 * ‖b j‖ ^ 2 := by
    intro i j
    simp only [Matrix.sub_apply, vecMulVec_apply, Pi.star_apply, Complex.sq_norm,
      Complex.normSq_apply, Complex.star_def, Complex.sub_re, Complex.sub_im, Complex.mul_re,
      Complex.mul_im, Complex.conj_re, Complex.conj_im]
    ring
  have hamp : (amplitude T a b).re = ∑ i, ∑ j, (star (a i) * (T i j * b j)).re := by
    simp only [amplitude, dotProduct, Matrix.mulVec, Pi.star_apply, Finset.mul_sum,
      Complex.re_sum]
  have hprod : weight a * weight b = ∑ i, ∑ j, ‖a i‖ ^ 2 * ‖b j‖ ^ 2 := by
    unfold weight
    rw [Finset.sum_mul_sum]
  rw [hamp, hprod]
  simp only [frobSq, hpt, Finset.sum_add_distrib, Finset.sum_sub_distrib, Finset.mul_sum]
```

The lower bound on the distance needs every matrix of rank at most one in the form \(ab^\dagger\). Here `finrank_le_one_iff` provides a vector spanning the range of `B`, and `c j` is the coefficient of column `j` along it.

```lean
omit [Fintype m] [DecidableEq m] in
private lemma exists_pair_of_rank {B : Matrix m n ℂ} (hB : B.rank ≤ 1) :
    ∃ a b, B = vecMulVec a (star b) := by
  obtain ⟨a, ha⟩ := finrank_le_one_iff.mp
    (show Module.finrank ℂ (LinearMap.range B.mulVecLin) ≤ 1 from hB)
  choose c hc using fun j : n => ha ⟨B *ᵥ Pi.single j 1, ⟨Pi.single j 1, rfl⟩⟩
  refine ⟨a, star c, ?_⟩
  ext i j
  have hij := congrFun (congrArg Subtype.val (hc j)) i
  have e : c j * (a : m → ℂ) i = B i j := by simpa using hij
  rw [star_star, vecMulVec_apply, ← e, mul_comm]
```

## The maximum and the minimum together

The theorem assumes unit norm (`hT`) and that `l` is the largest occupation (`h`). The norm condition represents an excited state whose whole weight lies in \(T\). In full linear-response theory the excitation block alone generally has a different norm and must be rescaled first. How \(T\) was computed, and how well it describes the excited state, plays no part.

The last block of the proof avoids square roots: it compares the squares of \(2\operatorname{Re}\langle a,Tb\rangle\) and \(l+p\).

```lean
/-- For `T` of unit Frobenius norm, the largest eigenvalue `l` of `T Tᴴ` is the maximum of
`|⟨u, T v⟩|²` over unit orbitals, and `1 - l` is the least squared Frobenius distance from `T`
to a matrix of rank at most one. -/
theorem dominant_transition_pair {T : Matrix m n ℂ} {l : ℝ} (hT : frobSq T = 1)
    (h : IsLargestOccupation T l) :
    IsGreatest {x : ℝ | ∃ u v, weight u = 1 ∧ weight v = 1 ∧ x = ‖amplitude T u v‖ ^ 2} l ∧
    IsLeast {d : ℝ | ∃ B : Matrix m n ℂ, B.rank ≤ 1 ∧ d = frobSq (T - B)} (1 - l) := by
  obtain ⟨u, v, hu, hv, huv⟩ := exists_optimal_pair hT h
  refine ⟨⟨⟨u, v, hu, hv, huv.symm⟩, ?_⟩, ⟨?_, ?_⟩⟩
  · rintro x ⟨u', v', hu', hv', rfl⟩
    have hb := amplitude_bound h u' v'
    rwa [hu', hv', mul_one, mul_one] at hb
  · -- the optimal pair, weighted by its amplitude, attains the distance
    obtain ⟨c, hc⟩ : ∃ c, c = amplitude T u v := ⟨_, rfl⟩
    refine ⟨vecMulVec (c • u) (star v), rank_vecMulVec_le _ _, ?_⟩
    have hs := amplitude_smul T c 1 u v
    rw [one_smul, mul_one, ← hc] at hs
    rw [← hc] at huv
    have e : star c * c = ((‖c‖ ^ 2 : ℝ) : ℂ) := by
      rw [Complex.ofReal_pow]
      exact Complex.conj_mul' c
    rw [frobSq_sub_pair, hs, e, Complex.ofReal_re, weight_smul, huv, hT, hu, hv]
    ring
  · rintro d ⟨B, hB, rfl⟩
    obtain ⟨a, b, rfl⟩ := exists_pair_of_rank hB
    rw [frobSq_sub_pair, hT]
    have hb := amplitude_bound h a b
    have hl := occupation_pos hT h
    have hp : 0 ≤ weight a * weight b :=
      mul_nonneg (Finset.sum_nonneg fun i _ => by positivity)
        (Finset.sum_nonneg fun i _ => by positivity)
    have hre : (amplitude T a b).re ^ 2 ≤ ‖amplitude T a b‖ ^ 2 := by
      rw [Complex.sq_norm, Complex.normSq_apply]
      nlinarith [sq_nonneg (amplitude T a b).im]
    -- arithmetic-geometric mean inequality for `l` and the weight of the pair
    have hag : 2 * (amplitude T a b).re ≤ l + weight a * weight b := by
      apply le_of_sq_le_sq _ (by linarith)
      nlinarith [sq_nonneg (l - weight a * weight b)]
    linarith
```

The converse uses the fact that a positive semidefinite form vanishes only on the kernel of its matrix. If \(l\) is degenerate, the leading hole is fixed only up to a choice within the eigenspace.

```lean
omit [DecidableEq n] in
/-- Let `l` be the largest eigenvalue of `T Tᴴ`. If unit orbitals `u`, `v` have squared transition
amplitude `l`, then the hole orbital `u` is an eigenvector of `T Tᴴ` with eigenvalue `l`. -/
theorem optimal_hole_is_eigenvector {T : Matrix m n ℂ} {l : ℝ} (h : IsLargestOccupation T l)
    {u : m → ℂ} {v : n → ℂ} (hu : weight u = 1) (hv : weight v = 1)
    (huv : ‖amplitude T u v‖ ^ 2 = l) : (T * Tᴴ) *ᵥ u = (l : ℂ) • u := by
  have h1 := cauchy (Tᴴ *ᵥ u) v
  rw [← amplitude_eq, hv, mul_one, huv] at h1
  have h2 := hole_bound h u
  have h3 : l * weight u - weight (Tᴴ *ᵥ u) = 0 := by
    rw [hu] at h2 ⊢
    linarith
  have h4 := ((gap_posSemidef h).dotProduct_mulVec_zero_iff u).mp
    (by rw [gap_form, h3, Complex.ofReal_zero])
  rw [Matrix.sub_mulVec, Matrix.smul_mulVec, Matrix.one_mulVec, sub_eq_zero] at h4
  exact h4.symm
```

## An excitation with weights 9/25 and 16/25

The diagonal example satisfies both hypotheses with \(l=16/25\), so keeping one pair leaves a squared error of \(9/25\).

```lean
/-- A transition density matrix with two particle-hole pairs of amplitudes `3/5` and `4/5`. -/
def twoPair : Matrix (Fin 2) (Fin 2) ℂ := !![3 / 5, 0; 0, 4 / 5]
```

The vector `![0, 1]` supplies the eigenvalue. For any `x` above \(16/25\), `key` forces both components of an eigenvector to vanish.

```lean
/-- The two-pair matrix has unit Frobenius norm and largest hole occupation `16/25`. -/
theorem twoPair_witness : frobSq twoPair = 1 ∧ IsLargestOccupation twoPair (16 / 25) := by
  have c3 : (starRingEnd ℂ) 3 = 3 := Complex.conj_eq_iff_im.mpr (by norm_num)
  have c4 : (starRingEnd ℂ) 4 = 4 := Complex.conj_eq_iff_im.mpr (by norm_num)
  have c5 : (starRingEnd ℂ) 5 = 5 := Complex.conj_eq_iff_im.mpr (by norm_num)
  have hg : twoPair * twoPairᴴ = !![9 / 25, 0; 0, 16 / 25] := by
    ext i j
    fin_cases i <;> fin_cases j <;>
      norm_num [twoPair, Matrix.mul_apply, Fin.sum_univ_two, conjTranspose_apply, c3, c4, c5]
  refine ⟨by norm_num [frobSq, twoPair, Fin.sum_univ_two], ⟨![0, 1], ?_, ?_⟩, ?_⟩
  · intro h0
    simpa using congrFun h0 1
  · rw [hg]
    ext i
    fin_cases i <;> norm_num [Matrix.mulVec, dotProduct, Fin.sum_univ_two]
  · rintro x ⟨u, hu, hx⟩
    rw [hg] at hx
    have h0 : (9 / 25 : ℂ) * u 0 = x * u 0 := by
      simpa [Matrix.mulVec, dotProduct, Fin.sum_univ_two] using congrFun hx 0
    have h1 : (16 / 25 : ℂ) * u 1 = x * u 1 := by
      simpa [Matrix.mulVec, dotProduct, Fin.sum_univ_two] using congrFun hx 1
    by_contra hlt
    have hgt : 16 / 25 < x := not_le.mp hlt
    -- above `16/25` both components of an eigenvector vanish
    have key : ∀ (r : ℝ) (z : ℂ), r < x → (r : ℂ) * z = x * z → z = 0 := by
      intro r z hr hz
      have hmul : ((r - x : ℝ) : ℂ) * z = 0 := by
        push_cast
        linear_combination hz
      refine (mul_eq_zero.mp hmul).resolve_left fun hzero => ?_
      have := Complex.ofReal_eq_zero.mp hzero
      linarith
    apply hu
    ext i
    fin_cases i
    · exact key (9 / 25) (u 0) (by linarith) (by push_cast; exact h0)
    · exact key (16 / 25) (u 1) hgt (by push_cast; exact h1)

end

end NaturalTransitionOrbitals
```

```lean
#print axioms NaturalTransitionOrbitals.dominant_transition_pair
#print axioms NaturalTransitionOrbitals.optimal_hole_is_eigenvector
```

```
'NaturalTransitionOrbitals.dominant_transition_pair' depends on axioms: [propext, Classical.choice, Quot.sound]
'NaturalTransitionOrbitals.optimal_hole_is_eigenvector' depends on axioms: [propext, Classical.choice, Quot.sound]
```
